# For a finite-dimensional Hamiltonian, evolving each eigenvector by its energy phase gives exp(−itH)

Take a quantum system with a finite-dimensional state space, a unitary matrix W whose columns are the energy eigenvectors, and real energies E_k, in units with ħ = 1. The Hamiltonian is H = W diag(E_k) W†, and the evolution operator is defined as U(t) = W diag(exp(−iE_k t)) W†. The theorem `evolution_eq_exp` states that U(t) equals the matrix exponential exp(−itH) for every real time t. The attempt writes −itH as a diagonal matrix conjugated by W, takes the exponential inside the conjugation, and then computes the exponential of the diagonal matrix entry by entry.

The failing Lean file:

```lean
import Mathlib

open Matrix
open Complex (I)
open scoped Real

namespace ExactRevival

noncomputable section

variable {ι : Type*} [Fintype ι] [DecidableEq ι]

/-- The matrix `W diag(E_k) W†`. For unitary `W` it is the Hamiltonian with energies `E k` and
eigenvectors the columns of `W`. -/
def hamiltonian (W : Matrix ι ι ℂ) (E : ι → ℝ) : Matrix ι ι ℂ :=
  W * diagonal (fun k => (E k : ℂ)) * Wᴴ

/-- The matrix `U(t) = W diag(exp(-i E_k t)) W†`. For unitary `W` it is the evolution operator, in
units with `ħ = 1`. -/
def evolution (W : Matrix ι ι ℂ) (E : ι → ℝ) (t : ℝ) : Matrix ι ι ℂ :=
  W * diagonal (fun k => Complex.exp (-I * E k * t)) * Wᴴ

/-- For unitary `W` the evolution operator is the exponential `exp(-i t H)`. -/
theorem evolution_eq_exp {W : Matrix ι ι ℂ} (hW : W ∈ unitaryGroup ι ℂ)
    (E : ι → ℝ) (t : ℝ) :
    evolution W E t = NormedSpace.exp ((-I * t) • hamiltonian W E) := by
  have h1 : W * Wᴴ = 1 := mem_unitaryGroup_iff.mp hW
  have h2 : Wᴴ * W = 1 := mem_unitaryGroup_iff'.mp hW
  have hinv : W⁻¹ = Wᴴ := Matrix.inv_eq_right_inv h1
  have hu : IsUnit W := ⟨⟨W, Wᴴ, h1, h2⟩, rfl⟩
  have hd : (-I * (t : ℂ)) • diagonal (fun k => (E k : ℂ))
      = diagonal (fun k => -I * E k * t) := by
    rw [← Matrix.diagonal_smul]
    congr 1
    funext k
    simp only [Pi.smul_apply, smul_eq_mul]
    ring
  have hH : (-I * (t : ℂ)) • hamiltonian W E
      = W * diagonal (fun k => -I * E k * t) * W⁻¹ := by
    rw [hinv, ← hd, Matrix.mul_smul, Matrix.smul_mul, hamiltonian]
  -- the exponential acts on the eigenvalues
  have he : NormedSpace.exp (fun k => -I * (E k : ℂ) * t)
      = fun k => Complex.exp (-I * E k * t) := by
    funext k
    rw [Pi.exp_apply, Complex.exp_eq_exp_ℂ]
  rw [hH, Matrix.exp_conj _ _ hu, Matrix.exp_diagonal, he, hinv, evolution]

end

end ExactRevival
```

Messages:

```
Main.lean:45:8: error(lean.unknownIdentifier): Unknown identifier `Pi.exp_apply`
```

Cause. The message says that Lean finds no declaration called `Pi.exp_apply` in this file's context. The name was meant to supply a step in `he`: the exponential of a function, evaluated at `k`, is the exponential of the function's value at `k`. Without such a lemma, the `rw` fails at its first rule.

The repair keeps the other rewrite, `Complex.exp_eq_exp_ℂ`, which turns the `Complex.exp` on the right-hand side into `NormedSpace.exp`, so that both sides use the same exponential. It then proves the missing step with `NormedSpace.map_exp`, which says that a continuous ring homomorphism commutes with the exponential. The homomorphism here is evaluation at `k`, written `Pi.evalRingHom (fun _ : ι => ℂ) k`, and `continuous_apply k` gives its continuity. Applied to the function of exponents −iE_k t, this is exactly the equality that remains.

After these edits no error is left:

```diff
@@ -43,5 +43,6 @@
       = fun k => Complex.exp (-I * E k * t) := by
     funext k
-    rw [Pi.exp_apply, Complex.exp_eq_exp_ℂ]
+    rw [Complex.exp_eq_exp_ℂ]
+    exact NormedSpace.map_exp (Pi.evalRingHom (fun _ : ι => ℂ) k) (continuous_apply k) _
   rw [hH, Matrix.exp_conj _ _ hu, Matrix.exp_diagonal, he, hinv, evolution]
 
```
